# Cholesky orthogonalization of n ≥ 2 vectors (1, e u_j) fails when 1 is kept and 1 + e² is rounded to 1

Let $u_0,\dots,u_{n-1}$ be the standard unit vectors of $\mathbb R^n$, let $e$ be a nonzero real number (not the electron charge), and let $b_j=(1,e\,u_j)$ be $n$ trial bands with Gram matrix $S_{ij}=b_i\cdot b_j$, to be orthonormalized through a factor $R$ with $R^TR=S$. For $n\ge 2$ the bands are linearly independent, but if the arithmetic keeps $1$ and rounds $1+e^2$ to $1$, every square factor $R$ of the stored Gram matrix is singular.

```lean
import Mathlib

open Matrix Module

namespace GramOrthogonalization

noncomputable section

/-- The band vector `(1, e u_j)`: a common component `1` and a private component `e`
along the `j`-th unit vector. -/
def bandVector {n : ℕ} (e : ℝ) (j : Fin n) : Option (Fin n) → ℝ :=
  fun i => i.elim 1 (fun k => if k = j then e else 0)

/-- The Gram (overlap) matrix of the band vectors, with their dot products as entries. -/
def bandGram (n : ℕ) (e : ℝ) : Matrix (Fin n) (Fin n) ℝ :=
  Matrix.of fun i j => bandVector e i ⬝ᵥ bandVector e j

/-- The matrix with every entry equal to one. -/
def allOnes (n : ℕ) : Matrix (Fin n) (Fin n) ℝ := Matrix.of fun _ _ => 1

/-- Rounding to the nearest multiple of `1 / N`, for a positive integer `N`. -/
def gridRound (N : ℕ) (x : ℝ) : ℝ := (round (x * N) : ℝ) / N

/-- The overlap of two band vectors is `1`, with an extra `e²` on the diagonal. -/
theorem bandGram_apply {n : ℕ} (e : ℝ) (i j : Fin n) :
    bandGram n e i j = 1 + if i = j then e ^ 2 else 0 := by
  by_cases h : i = j
  · subst h
    simp [bandGram, bandVector, dotProduct, Fintype.sum_option, pow_two]
  · have h' : ¬ j = i := fun k => h k.symm
    simp [bandGram, bandVector, dotProduct, Fintype.sum_option, h, h']

/-- The Gram matrix sends `x` to the sum of its components plus `e² x`. -/
theorem bandGram_mulVec {n : ℕ} (e : ℝ) (x : Fin n → ℝ) :
    bandGram n e *ᵥ x = fun i => ∑ k, x k + e ^ 2 * x i := by
  ext i
  simp [Matrix.mulVec, dotProduct, bandGram_apply, add_mul, Finset.sum_add_distrib]

/-- For `e ≠ 0` the band vectors are linearly independent. -/
theorem bandVector_independent {n : ℕ} {e : ℝ} (he : e ≠ 0) :
    LinearIndependent ℝ (bandVector (n := n) e) := by
  rw [Fintype.linearIndependent_iff]
  intro g h i
  -- the private component of the combination isolates one coefficient
  have hi := congrFun h (some i)
  simpa [bandVector, Finset.sum_apply, he] using hi

/-- For at least one band, the eigenspaces of the Gram matrix at `e²` and `n + e²` have dimensions
`n - 1` and `1`; for `n = 1` the first is the zero space. -/
theorem bandGram_multiplicities {n : ℕ} (hn : 0 < n) (e : ℝ) :
    finrank ℝ (End.eigenspace (Matrix.toLin' (bandGram n e)) (e ^ 2)) = n - 1 ∧
    finrank ℝ (End.eigenspace (Matrix.toLin' (bandGram n e)) (n + e ^ 2)) = 1 := by
  constructor
  · -- the eigenspace is the kernel of the sum functional
    obtain ⟨s, hs⟩ : ∃ s : (Fin n → ℝ) →ₗ[ℝ] ℝ, ∀ x, s x = ∑ i, x i :=
      ⟨∑ i, LinearMap.proj i, fun x => by simp [LinearMap.sum_apply]⟩
    have hr : LinearMap.range s = ⊤ :=
      LinearMap.range_eq_top.2 fun c => ⟨Pi.single ⟨0, hn⟩ c, by rw [hs]; simp⟩
    have hk : End.eigenspace (Matrix.toLin' (bandGram n e)) (e ^ 2) = LinearMap.ker s := by
      ext x
      rw [End.mem_eigenspace_iff, Matrix.toLin'_apply, bandGram_mulVec,
        LinearMap.mem_ker, hs]
      constructor
      · intro h
        have h0 := congrFun h ⟨0, hn⟩
        simp only [Pi.smul_apply, smul_eq_mul] at h0
        linarith
      · intro h
        ext i
        simp [h]
    have h := s.finrank_range_add_finrank_ker
    rw [hr, finrank_top, Module.finrank_self, Module.finrank_fin_fun] at h
    rw [hk]
    omega
  · -- the eigenspace is the line of constant vectors
    have hn' : (n : ℝ) ≠ 0 := by exact_mod_cast hn.ne'
    have hk : End.eigenspace (Matrix.toLin' (bandGram n e)) (n + e ^ 2) =
        Submodule.span ℝ {(fun _ => 1 : Fin n → ℝ)} := by
      ext x
      rw [End.mem_eigenspace_iff, Matrix.toLin'_apply, bandGram_mulVec,
        Submodule.mem_span_singleton]
      constructor
      · intro h
        refine ⟨(∑ k, x k) / n, ?_⟩
        ext i
        have hi := congrFun h i
        simp only [Pi.smul_apply, smul_eq_mul] at hi
        simp only [Pi.smul_apply, smul_eq_mul, mul_one]
        rw [div_eq_iff hn']
        linarith
      · rintro ⟨a, rfl⟩
        ext i
        simp only [Pi.smul_apply, smul_eq_mul, mul_one, Finset.sum_const,
          Finset.card_univ, Fintype.card_fin, nsmul_eq_mul]
        ring
    rw [hk]
    exact finrank_span_singleton fun h => by
      have h0 := congrFun h ⟨0, hn⟩
      simp at h0

/-- For at least one band, the all-ones matrix has rank one. -/
theorem allOnes_rank {n : ℕ} (hn : 0 < n) : (allOnes n).rank = 1 := by
  have hr : LinearMap.range (allOnes n).mulVecLin =
      Submodule.span ℝ {(fun _ => 1 : Fin n → ℝ)} := by
    ext x
    rw [LinearMap.mem_range, Submodule.mem_span_singleton]
    constructor
    · rintro ⟨y, rfl⟩
      refine ⟨∑ k, y k, ?_⟩
      ext i
      simp [allOnes, Matrix.mulVec, dotProduct]
    · rintro ⟨a, rfl⟩
      refine ⟨Pi.single ⟨0, hn⟩ a, ?_⟩
      ext i
      simp [allOnes, Matrix.mulVec, dotProduct]
  rw [Matrix.rank, hr]
  exact finrank_span_singleton fun h => by
    have h0 := congrFun h ⟨0, hn⟩
    simp at h0

/-- An upper triangular `R` with `RᵀR` equal to the all-ones matrix has a zero in every
diagonal position after the first. -/
theorem cholesky_pivot_zero {n : ℕ} (R : Matrix (Fin n) (Fin n) ℝ)
    (hT : ∀ i j, j < i → R i j = 0) (hR : Rᵀ * R = allOnes n)
    {i j : Fin n} (hij : j < i) : R i i = 0 := by
  have h : ∀ a b, ∑ k, R k a * R k b = 1 := fun a b => by
    have hab := congrFun (congrFun hR a) b
    simpa [Matrix.mul_apply, allOnes] using hab
  -- columns `i` and `j` are at distance zero
  have hz : ∑ k, (R k i - R k j) ^ 2 = 0 := by
    have hexp : ∑ k, (R k i - R k j) ^ 2 =
        ∑ k, R k i * R k i - 2 * ∑ k, R k i * R k j + ∑ k, R k j * R k j := by
      rw [Finset.mul_sum, ← Finset.sum_sub_distrib, ← Finset.sum_add_distrib]
      exact Finset.sum_congr rfl fun k _ => by ring
    rw [hexp, h, h, h]
    norm_num
  have hi := (Finset.sum_eq_zero_iff_of_nonneg (fun k _ => sq_nonneg _)).1 hz i
    (Finset.mem_univ i)
  have hd : R i i - R i j = 0 := pow_eq_zero_iff two_ne_zero |>.1 hi
  linarith [hT i j hij]

/-- The matrix with ones in its first row and zeros elsewhere is upper triangular and is
a factor `R` of the all-ones matrix `RᵀR`. -/
theorem cholesky_pivot_zero_witness (n : ℕ) :
    let R : Matrix (Fin (n + 1)) (Fin (n + 1)) ℝ := Matrix.of fun i _ => if i = 0 then 1 else 0
    (∀ i j, j < i → R i j = 0) ∧ Rᵀ * R = allOnes (n + 1) := by
  intro R
  constructor
  · intro i j hij
    have hi : i ≠ 0 := Fin.ne_zero_of_lt hij
    simp [R, hi]
  · ext i j
    simp [R, allOnes, Matrix.mul_apply]

/-- Rounding to multiples of `1 / N`, with `N` positive and `e² N < 1/2`, keeps `1` and
sends `1 + e²` to `1`. -/
theorem rounding_witness {N : ℕ} (hN : 0 < N) {e : ℝ} (he : e ^ 2 * N < 1 / 2) :
    gridRound N 1 = 1 ∧ gridRound N (1 + e ^ 2) = 1 := by
  have hN' : (0 : ℝ) < N := by exact_mod_cast hN
  have key : ∀ t : ℝ, 0 ≤ t → t * N < 1 / 2 → gridRound N (1 + t) = 1 := by
    intro t ht h
    have hr : round ((1 + t) * (N : ℝ)) = (N : ℤ) := by
      rw [round_eq, Int.floor_eq_iff]
      push_cast
      constructor <;> nlinarith [mul_nonneg ht hN'.le]
    rw [gridRound, hr, Int.cast_natCast, div_self hN'.ne']
  refine ⟨?_, key _ (sq_nonneg e) he⟩
  have h0 := key 0 le_rfl (by norm_num)
  rwa [add_zero] at h0

/-- For `n ≥ 2` and `e ≠ 0` the band vectors are independent, with Gram eigenvalues `e²`
(multiplicity `n - 1`) and `n + e²` (multiplicity one). If rounding keeps `1` and sends
`1 + e²` to `1`, the rounded Gram matrix has rank one and every square factor `R` with
`RᵀR` equal to it is singular. -/
theorem cholesky_orthogonalization_fails {n : ℕ} (hn : 2 ≤ n) {e : ℝ} (he : e ≠ 0)
    (fl : ℝ → ℝ) (h1 : fl 1 = 1) (h2 : fl (1 + e ^ 2) = 1) :
    LinearIndependent ℝ (bandVector (n := n) e) ∧
    finrank ℝ (End.eigenspace (Matrix.toLin' (bandGram n e)) (e ^ 2)) = n - 1 ∧
    finrank ℝ (End.eigenspace (Matrix.toLin' (bandGram n e)) (n + e ^ 2)) = 1 ∧
    ((bandGram n e).map fl).rank = 1 ∧
    ∀ R : Matrix (Fin n) (Fin n) ℝ, Rᵀ * R = (bandGram n e).map fl → R.det = 0 := by
  have hpos : 0 < n := by omega
  -- rounding erases the only trace of the private components
  have hG : (bandGram n e).map fl = allOnes n := by
    ext i j
    rw [Matrix.map_apply, bandGram_apply]
    by_cases h : i = j
    · simp [h, h2, allOnes]
    · simp [h, h1, allOnes]
  obtain ⟨hlow, hhigh⟩ := bandGram_multiplicities hpos e
  refine ⟨bandVector_independent he, hlow, hhigh, ?_, ?_⟩
  · rw [hG]
    exact allOnes_rank hpos
  · intro R hR
    -- two equal rows make the rounded Gram determinant vanish
    have hne : (⟨0, by omega⟩ : Fin n) ≠ ⟨1, by omega⟩ := by simp
    have hdet : (allOnes n).det = 0 := Matrix.det_zero_of_row_eq hne rfl
    rw [← hG, ← hR, Matrix.det_mul, Matrix.det_transpose] at hdet
    exact mul_self_eq_zero.1 hdet

end

end GramOrthogonalization
```

```lean
#print axioms GramOrthogonalization.cholesky_pivot_zero
#print axioms GramOrthogonalization.cholesky_orthogonalization_fails
```

```
'GramOrthogonalization.cholesky_pivot_zero' depends on axioms: [propext, Classical.choice, Quot.sound]
'GramOrthogonalization.cholesky_orthogonalization_fails' depends on axioms: [propext, Classical.choice, Quot.sound]
```

## Independent bands, singular factors

Collect the bands as the columns of a matrix $V$, so that $S=V^TV$. Cholesky orthogonalization factorizes $S=R^TR$ with $R$ upper triangular and forms $Q=VR^{-1}$, whose columns are orthonormal because $Q^TQ=R^{-T}SR^{-1}=1$. The step needs an invertible $R$.

The theorem `cholesky_orthogonalization_fails` takes $n\ge2$, $e\ne0$ and a function `fl` with `fl 1 = 1` and `fl (1 + e ^ 2) = 1`. It concludes that

- the bands are linearly independent;
- the eigenspaces of $S$ at $e^2$ and $n+e^2$ have dimensions $n-1$ and $1$;
- the rounded matrix has rank one;
- every real square $R$ with $R^TR$ equal to the rounded matrix has determinant zero.

The last item is not restricted to triangular $R$, so no other square factor of this form rescues the step. For $n=1$ it would be false, since $R=(1)$ is then an invertible factor.

## Nearly parallel bands in finite precision

Block eigensolvers in electronic structure often orthonormalize their trial bands through the overlap matrix; the result shows how this can break down for a one-parameter family of real, nearly parallel bands. For small $e$ the bands share a large common component and differ only in small private ones. They have squared length $1+e^2$; after normalization, the overlap of two different bands is $1/(1+e^2)$, and the Gram eigenvalues are $e^2/(1+e^2)$ and $(n+e^2)/(1+e^2)$.

In Lean, `bandVector e j` is a real function on `Option (Fin n)`: the index `none` holds the common component and `some k` the $k$-th private one. The matrix `bandGram n e` is built from the actual dot products, and `(bandGram n e).map fl` applies the rounding to each entry.

The two conditions on `fl` say that $1$ is a stored number and that $e^2$ is too small to move the result away from it. The function `gridRound N`, which rounds to the nearest multiple of $1/N$, satisfies both when $N>0$ and $e^2N<1/2$. Double-precision numbers between $1$ and $2$ have spacing $2^{-52}$, so $e=10^{-8}$ is small enough. The number $e$ itself is still stored accurately; the information is lost when its square is added to $1$.

The step left to the reader is from one rounding per exact entry to a real code, which rounds after each operation, both in the dot products and in the factorization.

## The two Gram eigenvalues

The common components contribute $1$ to every dot product, and the private ones contribute $e^2$ only when the bands coincide. This is `bandGram_apply`, proved by separating the cases $i=j$ and $i\neq j$:
$$S_{ij}=1+e^2\delta_{ij},\qquad (Sx)_i=\sum_k x_k+e^2x_i .$$
The second formula is `bandGram_mulVec`.

For independence, suppose $\sum_j g_jb_j=0$. The private component $i$ of this equation reads $e\,g_i=0$, so $g_i=0$. In `bandVector_independent`, `congrFun h (some i)` extracts exactly that component.

The eigenspaces are found in `bandGram_multiplicities`, which needs only $n\ge1$; for $n=1$ the one at $e^2$ is the zero space, so $e^2$ is an eigenvalue only for $n\ge2$. The equation $Sx=e^2x$ holds exactly when $\sum_kx_k=0$. The eigenspace is therefore the kernel of the linear map $s(x)=\sum_kx_k$. This map is onto $\mathbb R$, because $s(c\,u_0)=c$, and rank-nullity gives the kernel dimension $n-1$. Lean proves the equality of the two subspaces as `hk` and finishes the count with `omega`.

At the other eigenvalue, $Sx=(n+e^2)x$ means
$$\sum_kx_k=n\,x_i\quad\text{for every } i .$$
All components are then equal to $\frac1n\sum_kx_k$. Conversely, a constant vector with entries $a$ satisfies the equation, since both sides equal $na$. The eigenspace is the line spanned by $(1,\dots,1)$.

## From the rounded diagonal to a zero pivot

After rounding, the diagonal entries $1+e^2$ and the off-diagonal entries $1$ all become $1$. The stored matrix is the all-ones matrix $J$, called `allOnes n`; the equality is `hG` in the final proof. Since
$$Jy=\Big(\sum_ky_k\Big)(1,\dots,1),$$
its range is the line of constant vectors and its rank is one, as `allOnes_rank` states.

For $n\ge2$, rows $0$ and $1$ of $J$ are equal, so $\det J=0$. If $R^TR=J$, then
$$(\det R)^2=\det(R^T)\det R=\det J=0,$$
and $\det R=0$. The final proof rewrites the determinant with `Matrix.det_mul` and `Matrix.det_transpose` and concludes with `mul_self_eq_zero`.

For triangular $R$, `cholesky_pivot_zero` locates the failure. Let $r_i$ be the columns of $R$. The equation $R^TR=J$ says that $r_a\cdot r_b=1$ for all $a,b$, hence
$$|r_i-r_j|^2=1-2+1=0 .$$
All columns coincide. For $j<i$ this gives $R_{ii}=R_{ij}$, and $R_{ij}=0$ because $R$ is upper triangular. Every diagonal entry after the first is zero. In Lean, `hz` is the vanishing distance, and a sum of squares equal to zero forces each term to vanish.

Such factors do exist: `cholesky_pivot_zero_witness` gives the matrix with ones in row $0$ and zeros elsewhere. The factorization can thus be written down, but for $n\ge2$ its factor cannot be inverted.

Finally, `rounding_witness` checks the grid rounding. If $0\le tN<1/2$, then $N\le(1+t)N<N+\tfrac12$, so the nearest integer to $(1+t)N$ is $N$, and division by $N$ returns $1$. The cases $t=0$ and $t=e^2$ are the two conditions on `fl`.
